# With thickness measured in Burgers-vector lengths, the Matthews-Blakeslee equation becomes x = c(1 + ln x)

The Matthews-Blakeslee equation determines the critical thickness h of a strained layer from its misfit f and the Burgers vector length b of its dislocations. The form used here is h = b(1 − ν cos²α) / (8πf(1 + ν) cos φ) · (1 + ln(h/b)), where ν is the Poisson ratio and the angles α and φ describe the dislocation geometry. The numerical factor, here 8π, differs between versions of the equation.

`physical_iff_reduced` states that, for positive b and h, this equation holds exactly when x = h/b is positive and satisfies x = c(1 + ln x), where c = (1 − ν cos²α) / (8π(1 + ν) cos φ) / f. The physical formula requires f, 1 + ν and cos φ to be nonzero. The theorem does not assume this: Lean sets division by zero to zero, and the equivalence still holds.

The proof first shows that the prefactor in the physical equation equals bc, then clears the division by b in the reduced equation. The two equations then differ only by rearrangement, and x is positive because h and b are.

In Lean, a first try:

```lean
import Mathlib

open Real Set

namespace MatthewsBlakeslee

noncomputable section

/-- The positive thickness `x` solves the reduced Matthews-Blakeslee equation. -/
def IsEquilibrium (c x : ℝ) : Prop := 0 < x ∧ x = c * (1 + log x)

/-- The elastic and angular factor of the Matthews-Blakeslee equation, for Poisson ratio
`ν ≠ -1` and angles `α`, `φ` with `cos φ ≠ 0`. -/
def maxMisfit (ν α φ : ℝ) : ℝ :=
  (1 - ν * cos α ^ 2) / (8 * π * (1 + ν) * cos φ)

/-- A layer thickness `h` solves the Matthews-Blakeslee equation with Burgers vector `b` and
misfit `f` exactly when `h / b` solves the reduced equation with `c = maxMisfit / f`. -/
theorem physical_iff_reduced {b h : ℝ} (hb : 0 < b) (hh : 0 < h) (f ν α φ : ℝ) :
    h = b * (1 - ν * cos α ^ 2) / (8 * π * f * (1 + ν) * cos φ) * (1 + log (h / b)) ↔
      IsEquilibrium (maxMisfit ν α φ / f) (h / b) := by
  have key : b * (1 - ν * cos α ^ 2) / (8 * π * f * (1 + ν) * cos φ)
      = b * (maxMisfit ν α φ / f) := by
    unfold maxMisfit
    ring
  rw [key]
  unfold IsEquilibrium
  rw [div_eq_iff hb.ne']
  constructor
  · intro e
    exact ⟨div_pos hh hb, by linear_combination e⟩
  · rintro ⟨_, e⟩
    linear_combination e

end

end MatthewsBlakeslee
```

Compiling this gives:

```
Try this:
  [apply] ring_nf
  
  The `ring` tactic failed to close the goal. Use `ring_nf` to obtain a normal form.
    
  Note that `ring` works primarily in *commutative* rings. If you have a noncommutative ring, abelian group or module, consider using `noncomm_ring`, `abel` or `module` instead.
Main.lean:23:37: error: unsolved goals
b h : ℝ
hb : 0 < b
hh : 0 < h
f ν α φ : ℝ
⊢ -(b * ν * cos α ^ 2 * (ν * π * f * cos φ * 8 + π * f * cos φ * 8)⁻¹) +
      b * (ν * π * f * cos φ * 8 + π * f * cos φ * 8)⁻¹ =
    -(b * ν * cos α ^ 2 * (ν * π * cos φ * 8 + π * cos φ * 8)⁻¹ * f⁻¹) + b * (ν * π * cos φ * 8 + π * cos φ * 8)⁻¹ * f⁻¹
```

Diagnosis. The error is in `key`, the identity for the prefactor. `ring` could not close the goal and fell back to `ring_nf`, whose normal form is the unsolved goal shown; the "Try this" message reports the same failure.

The identity is true, but `ring` multiplies out the factor `1 + ν`, so each denominator becomes a sum, and it treats the inverse of a sum as a single unit. On the left, `f` is inside that sum, in both terms; on the right, `f⁻¹` stands outside. `ring` does not factor `f` back out of the sum, so the two sides never match.

The repair uses `ring` only to reorder the left denominator so that `f` comes last, an equation with no division in it. `div_div` then merges the two successive divisions on the right into one, and `mul_div_assoc` moves `b` outside the fraction on the left. The two sides are now identical, and `rw` closes the goal by reflexivity. None of these steps needs a denominator to be nonzero.

The repair, with which the file compiles:

```diff
@@ -23,5 +23,6 @@
       = b * (maxMisfit ν α φ / f) := by
     unfold maxMisfit
-    ring
+    rw [show 8 * π * f * (1 + ν) * cos φ = 8 * π * (1 + ν) * cos φ * f by ring,
+      div_div, mul_div_assoc]
   rw [key]
   unfold IsEquilibrium
```
